# With independent cluster signs, the average sign equals the zero-meron probability

A world-line simulation whose configuration weights can be negative samples their absolute values and averages the sign. In a cluster algorithm, all sites of a cluster are flipped together. Take one cluster with two equally weighted orientations. The reference orientation has sign 1 and the flipped one has sign s = ±1, so the flip-summed sign is 1 + s: 2 if s = 1, and 0 if s = −1. A cluster with s = −1 is called a meron. For two clusters the sum is

1 + s₁ + s₂ + s₁s₂ = (1 + s₁)(1 + s₂),

and a single meron already makes it vanish.

For any finite set C of clusters, the same mechanism works because the sign is a product of cluster factors.

```lean
import Mathlib

open Finset

namespace MeronCluster

noncomputable section

variable {C : Type*} [Fintype C] [DecidableEq C]
```

An orientation o assigns a Boolean to each cluster, with `true` as the reference. The factor of a cluster is 1 for `true` and s for `false`; the type `ℤˣ` restricts s to ±1.

```lean
/-- Sign factor of one cluster: `1` in the reference orientation `true`, and `s = ±1` in the
flipped orientation `false`. -/
def flipFactor (s : ℤˣ) (b : Bool) : ℝ := if b then 1 else ((s : ℤ) : ℝ)
```

The orientation also has a numerical value, ε_c = ±1.

```lean
/-- The orientation of a cluster as a number, `+1` or `-1`. -/
def spin (b : Bool) : ℝ := if b then 1 else -1
```

The configuration sign is the product of the factors over all clusters c, where σ_c is the sign acquired on flipping c:

sign(o) = ∏_c φ(σ_c, o_c), φ(s, true) = 1, φ(s, false) = s.

This postulates two physical properties: every graph has a reference configuration of positive sign, and the effect of flipping one cluster does not depend on the others. Both must be established for a given model.

```lean
/-- The sign of a configuration: the product of the sign factors of its clusters. -/
def configSign (σ : C → ℤˣ) (o : C → Bool) : ℝ := ∏ c, flipFactor (σ c) (o c)
```

The merons are the clusters with σ_c = −1.

```lean
/-- The merons: the clusters whose flip changes the sign of the configuration. -/
def merons (σ : C → ℤˣ) : Finset C := univ.filter fun c => σ c = -1
```

The observable below is a magnetization whose cluster contributions reverse under flips, M = Σ_c m_c ε_c.

```lean
/-- A magnetization to which cluster `c` contributes `m c` or `-m c`, depending on its
orientation. -/
def magnetization (m : C → ℝ) (o : C → Bool) : ℝ := ∑ c, m c * spin (o c)
```

## Summing over flips

Expanding a product of two-term sums selects one orientation per cluster in every possible way, hence

Σ_o ∏_c f_c(o_c) = ∏_c (f_c(true) + f_c(false)).

In Lean, `Finset.prod_univ_sum` performs this expansion.

```lean
/-- Independent flips: the sum over all orientations of a product over clusters is the product
of the single-cluster sums. -/
theorem sum_orientations_prod (f : C → Bool → ℝ) :
    ∑ o : C → Bool, ∏ c, f c (o c) = ∏ c, (f c true + f c false) := by
  have h : ∏ c, ∑ b : Bool, f c b =
      ∑ o ∈ Fintype.piFinset (fun _ : C => (univ : Finset Bool)), ∏ c, f c (o c) := by
    rw [Finset.prod_univ_sum]
  rw [Fintype.piFinset_univ] at h
  rw [← h]
  simp only [Fintype.sum_bool]
```

With f_c = φ(σ_c, ·), each bracket is 1 + σ_c. For n clusters,

Σ_o sign(o) = ∏_c (1 + σ_c) = 2ⁿ without merons, and 0 otherwise.

The proof evaluates the bracket for both values of σ_c, then `Finset.prod_ite_zero` turns the product into one condition on all clusters. An empty cluster set gives 2⁰ = 1.

```lean
/-- The sign summed over all cluster flips is `2 ^ (number of clusters)` if there is no meron,
and zero otherwise. -/
theorem sum_configSign (σ : C → ℤˣ) :
    ∑ o, configSign σ o = if merons σ = ∅ then (2 : ℝ) ^ Fintype.card C else 0 := by
  have h1 : (1 : ℤˣ) ≠ -1 := by decide
  -- a meron cancels against its own flip
  have h : ∀ c, flipFactor (σ c) true + flipFactor (σ c) false
      = if σ c ≠ -1 then (2 : ℝ) else 0 := by
    intro c
    rcases Int.units_eq_one_or (σ c) with h | h <;> rw [h] <;> norm_num [flipFactor, h1]
  have e : merons σ = ∅ ↔ ∀ c ∈ univ, σ c ≠ -1 := by
    simp [merons, Finset.filter_eq_empty_iff]
  unfold configSign
  rw [sum_orientations_prod (fun c b => flipFactor (σ c) b)]
  simp only [h, Finset.prod_ite_zero]
  by_cases hm : ∀ c ∈ univ, σ c ≠ -1
  · rw [if_pos hm, if_pos (e.2 hm)]
    simp
  · rw [if_neg hm, if_neg (mt e.1 hm)]
```

## The two-meron contribution to M²

Now insert ε_c ε_d. A cluster e hit by exactly one of the two insertions contributes 1 − σ_e; any other contributes 1 + σ_e, since ε_e² = 1. The product is nonzero only if the merons are exactly the clusters hit once: none for c = d, and {c, d} for c ≠ d. Its value is then 2ⁿ. In the code, `key` computes the single-cluster sum, and the equivalence named `e` (not the cluster e) translates the condition into an equality of sets.

```lean
/-- The signed correlation of the orientations of clusters `c` and `d`, summed over all flips,
survives only if there is no meron (for `c = d`) or if the merons are exactly `c` and `d`
(for `c ≠ d`). -/
theorem sum_sign_spin_spin (σ : C → ℤˣ) (c d : C) :
    ∑ o, configSign σ o * (spin (o c) * spin (o d)) =
      if merons σ = (if c = d then ∅ else {c, d}) then (2 : ℝ) ^ Fintype.card C else 0 := by
  have h1 : (1 : ℤˣ) ≠ -1 := by decide
  have hs : ∀ (o : C → Bool) (a : C),
      spin (o a) = ∏ e, if e = a then spin (o e) else 1 := by
    intro o a
    simp
  have hp : ∀ o : C → Bool, configSign σ o * (spin (o c) * spin (o d)) =
      ∏ e, flipFactor (σ e) (o e) *
        ((if e = c then spin (o e) else 1) * (if e = d then spin (o e) else 1)) := by
    intro o
    rw [prod_mul_distrib, prod_mul_distrib, ← hs o c, ← hs o d]
    rfl
  -- the sum over the two orientations of a single cluster
  have key : ∀ (s : ℤˣ) (p q : Prop) [Decidable p] [Decidable q],
      flipFactor s true * ((if p then spin true else 1) * (if q then spin true else 1)) +
      flipFactor s false * ((if p then spin false else 1) * (if q then spin false else 1))
      = if (s = -1 ↔ ¬(p ↔ q)) then (2 : ℝ) else 0 := by
    intro s p q _ _
    rcases Int.units_eq_one_or s with h | h <;> rw [h] <;> by_cases hp : p <;>
      by_cases hq : q <;> norm_num [flipFactor, spin, hp, hq, h1]
  have e : merons σ = (if c = d then ∅ else {c, d}) ↔
      ∀ e ∈ univ, (σ e = -1 ↔ ¬(e = c ↔ e = d)) := by
    rw [Finset.ext_iff]
    refine forall_congr' fun e => ?_
    have he : e ∈ (if c = d then (∅ : Finset C) else {c, d}) ↔ ¬(e = c ↔ e = d) := by
      by_cases h : c = d
      · simp [h]
      · rw [if_neg h, mem_insert, mem_singleton]
        constructor
        · rintro (h2 | h2) h3
          · exact h (h2.symm.trans (h3.1 h2))
          · exact h ((h3.2 h2).symm.trans h2)
        · tauto
    rw [he]
    simp [merons]
  simp only [hp]
  rw [sum_orientations_prod (fun e b => flipFactor (σ e) b *
    ((if e = c then spin b else 1) * (if e = d then spin b else 1)))]
  simp only [key, Finset.prod_ite_zero]
  by_cases hm : ∀ e ∈ univ, (σ e = -1 ↔ ¬(e = c ↔ e = d))
  · rw [if_pos hm, if_pos (e.2 hm)]
    simp
  · rw [if_neg hm, if_neg (mt e.1 hm)]
```

Expanding M² = Σ_c Σ_d m_c m_d ε_c ε_d and exchanging the sums gives the double sum in the next theorem. Its value is

- 2ⁿ Σ_c m_c² without merons;
- 2ⁿ · 2 m_a m_b if the merons are exactly a ≠ b;
- 0 for any other number of merons.

```lean
/-- In the flip-summed signed square of the magnetization, the diagonal terms contribute only
without merons, and a pair of distinct clusters only if these two are exactly the merons. -/
theorem sum_sign_magnetization_sq (σ : C → ℤˣ) (m : C → ℝ) :
    ∑ o, configSign σ o * magnetization m o ^ 2 = ∑ c, ∑ d, m c * m d *
      (if merons σ = (if c = d then ∅ else {c, d}) then (2 : ℝ) ^ Fintype.card C else 0) := by
  have h : ∀ o : C → Bool, configSign σ o * magnetization m o ^ 2 =
      ∑ c, ∑ d, m c * m d * (configSign σ o * (spin (o c) * spin (o d))) := by
    intro o
    rw [magnetization, sq, sum_mul_sum, mul_sum]
    refine sum_congr rfl fun c _ => ?_
    rw [mul_sum]
    exact sum_congr rfl fun d _ => by ring
  simp only [h]
  rw [sum_comm]
  refine sum_congr rfl fun c _ => ?_
  rw [sum_comm]
  refine sum_congr rfl fun d _ => ?_
  rw [← mul_sum, sum_sign_spin_spin]
```

## Averaging over graphs

Let G be a finite set of graphs, where graph g has cluster set K_g with n_g elements. Each orientation of g has the same weight w_g, taken without its sign, so the partition sum of the sampled ensemble is

Z = Σ_g Σ_o w_g = Σ_g w_g 2^(n_g).

```lean
variable {G : Type*} [Fintype G] {K : G → Type*} [∀ g, Fintype (K g)]
  [∀ g, DecidableEq (K g)]

/-- The partition sum of the sampled ensemble: graph `g` has clusters `K g`, and each of its
orientations has weight `w g`. -/
def partitionSum (K : G → Type*) [∀ g, Fintype (K g)] [∀ g, DecidableEq (K g)]
    (w : G → ℝ) : ℝ := ∑ g, ∑ _o : K g → Bool, w g
```

Averages are weighted sums over graphs and orientations, divided by Z.

```lean
/-- The ensemble average of `f` over graphs and orientations, for nonnegative weights with a nonzero
partition sum. -/
def average (w : G → ℝ) (f : ∀ g, (K g → Bool) → ℝ) : ℝ :=
  (∑ g, ∑ o : K g → Bool, w g * f g o) / partitionSum K w
```

Applied to the sign, this gives the average sign.

```lean
/-- The average sign of the configurations, for nonnegative weights with a nonzero partition sum. -/
def averageSign (w : G → ℝ) (σ : ∀ g, K g → ℤˣ) : ℝ :=
  average w fun g o => configSign (σ g) o
```

Applied to the indicator of a meron-free graph, it gives the zero-meron probability. Graph g is sampled with probability w_g 2^(n_g)/Z, and leaving out the factor 2^(n_g) can give a wrong result when cluster numbers differ. For two graphs of weight 1, one with two clusters that are both merons and one with three clusters that are all non-merons, the probability is 8/12, not 1/2.

```lean
/-- The probability that the sampled graph has no meron, for nonnegative weights with a nonzero
partition sum. -/
def zeroMeronProbability (w : G → ℝ) (σ : ∀ g, K g → ℤˣ) : ℝ :=
  average w fun g (_ : K g → Bool) => if merons (σ g) = ∅ then 1 else 0
```

For w_g > 0 and at least one graph, Z > 0. At fixed g, the sign and the indicator have the same flip sum, 2^(n_g) or 0. Therefore

⟨sign⟩ = (1/Z) Σ_{g without merons} w_g 2^(n_g) = P(no meron).

The proof compares the numerators graph by graph, using `sum_configSign`.

```lean
/-- For positive graph weights and at least one graph, the partition sum is positive and the
average sign equals the probability of the zero-meron sector. -/
theorem averageSign_eq_zeroMeronProbability [Nonempty G] (w : G → ℝ) (hw : ∀ g, 0 < w g)
    (σ : ∀ g, K g → ℤˣ) :
    0 < partitionSum K w ∧ averageSign w σ = zeroMeronProbability w σ := by
  constructor
  · exact sum_pos (fun g _ => sum_pos (fun _ _ => hw g) univ_nonempty) univ_nonempty
  · unfold averageSign zeroMeronProbability average
    congr 1
    refine sum_congr rfl fun g _ => ?_
    -- sum over the flips at fixed graph
    rw [← mul_sum, ← mul_sum, sum_configSign]
    congr 1
    by_cases hm : merons (σ g) = ∅ <;> simp [hm]
```

Every term of this numerator is nonnegative, and it is positive exactly for a meron-free graph. The average sign is therefore positive if and only if such a graph exists.

```lean
/-- For positive graph weights, the average sign is positive exactly if some graph has no
meron. -/
theorem averageSign_pos_iff (w : G → ℝ) (hw : ∀ g, 0 < w g) (σ : ∀ g, K g → ℤˣ) :
    0 < averageSign w σ ↔ ∃ g, merons (σ g) = ∅ := by
  constructor
  · intro h
    by_contra hn
    have hn' : ∀ g, merons (σ g) ≠ ∅ := fun g hg => hn ⟨g, hg⟩
    have hz : averageSign w σ = 0 := by
      unfold averageSign average
      simp only [← mul_sum, sum_configSign, hn', if_false, mul_zero, sum_const_zero, zero_div]
    exact h.ne' hz
  · rintro ⟨g, hg⟩
    have : Nonempty G := ⟨g⟩
    obtain ⟨hZ, -⟩ := averageSign_eq_zeroMeronProbability w hw σ
    unfold averageSign average
    refine div_pos ?_ hZ
    simp only [← mul_sum, sum_configSign]
    refine sum_pos' (fun i _ => mul_nonneg (hw i).le ?_) ⟨g, mem_univ g, ?_⟩
    · split_ifs <;> positivity
    · rw [if_pos hg]
      exact mul_pos (hw g) (by positivity)

end

end MeronCluster
```

In world-line simulations with a finite set of graphs, equally weighted cluster orientations and these cluster signs, the average sign can thus be estimated, without cancellations, by the fraction of sampled graphs that have no meron. The equality alone does not keep that sign away from zero, and it may still be very small. Continuous time, where graphs form a continuum, would need integrals in place of the sums over g.

```lean
#print axioms MeronCluster.sum_sign_magnetization_sq
#print axioms MeronCluster.averageSign_eq_zeroMeronProbability
#print axioms MeronCluster.averageSign_pos_iff
```

```
'MeronCluster.sum_sign_magnetization_sq' depends on axioms: [propext, Classical.choice, Quot.sound]
'MeronCluster.averageSign_eq_zeroMeronProbability' depends on axioms: [propext, Classical.choice, Quot.sound]
'MeronCluster.averageSign_pos_iff' depends on axioms: [propext, Classical.choice, Quot.sound]
```
